# The combination rule C_AB² ≤ C_AA C_BB for R⁻⁶ dispersion in a finite-level model of spherical ground-state atoms

## Definitions and conventions

Fragment A has finitely many excitations j with gaps a_j (excitation energies above its ground state) and real weights p_j. Fragment B has excitations k with gaps b_k and weights q_k. Units are ħ = 1, so the imaginary time t is an inverse energy.

```lean
import Mathlib

open MeasureTheory Set Real

namespace DispersionCombinationRule

noncomputable section

variable {ι κ : Type*} [Fintype ι] [Fintype κ]
```

The types `ι` and `κ` are the finite label sets of the excitations of A and of B. They may differ in size, and either may be empty, in which case every sum over it is zero. A family of gaps is a function `a : ι → ℝ`, and `a j` is a_j.

```lean
/-- Second-order dispersion coefficient of two fragments with excitation gaps `a j`, `b k` and
weights `p j`, `q k`: the sum over pairs of excitations of `p j * q k / (a j + b k)`. -/
def coeff (a p : ι → ℝ) (b q : κ → ℝ) : ℝ := ∑ j, ∑ k, p j * q k / (a j + b k)
```

In ordinary notation `coeff a p b q` is

    C_AB = Σ_j Σ_k p_j q_k / (a_j + b_k).

In second-order Rayleigh-Schrödinger theory the dispersion energy is minus a sum over states in which both fragments are excited, each term a squared coupling divided by a_j + b_k. For two atoms with spherically symmetric ground states, in the dipole approximation, the squared couplings factorise into a factor for A and a factor for B once they are summed over the degenerate components of each excited level. The energy is then −C_AB/R⁶ at separation R, up to a positive constant, where j and k label levels and p_j and q_k are squared transition dipoles summed over the components. The definition takes this factorised form as given: there is no Hamiltonian, no R, no anisotropy and no continuum of states. The coefficient is positive for attraction. The like coefficients belong to two copies of one fragment, so `coeff a p a p` is

    C_AA = Σ_j Σ_j′ p_j p_j′ / (a_j + a_j′),

with j and j′ both running over `ι`, and `coeff b q b q` is C_BB. Weights of either sign are allowed, which is more than squared dipoles need; the signs of C_AA and C_BB are then not visible term by term.

```lean
/-- Imaginary-time correlation function of one fragment: `g(t) = ∑ p j * exp (-a j * t)`. -/
def corr (a p : ι → ℝ) (t : ℝ) : ℝ := ∑ j, p j * exp (-a j * t)
```

This is the imaginary-time correlation function of one fragment,

    g_A(t) = Σ_j p_j exp(−a_j t),

and `corr b q t` is g_B(t), built from b_k and q_k.

## The coefficient as an integral

```lean
/-- A positive energy denominator is a Laplace integral: `exp (-E t)` is integrable on `t > 0`
with integral `1 / E`. -/
theorem resolvent_laplace {E : ℝ} (hE : 0 < E) :
    IntegrableOn (fun t => exp (-E * t)) (Ioi 0) ∧ ∫ t in Ioi (0 : ℝ), exp (-E * t) = 1 / E := by
  refine ⟨exp_neg_integrableOn_Ioi 0 hE, ?_⟩
  have h := integral_exp_mul_Ioi (neg_lt_zero.mpr hE) 0
  rw [h]
  simp
```

`Ioi 0` is the half-line t > 0, a name such as `hE` labels a hypothesis (here E > 0), and `∧` joins two claims. The theorem says that exp(−E t) is integrable on t > 0 and that

    ∫₀^∞ exp(−E t) dt = [−exp(−E t)/E]₀^∞ = 1/E.

Mathlib's `integral_exp_mul_Ioi` supplies this antiderivative evaluation for the negative rate −E. Integrability is stated beside each value because Lean assigns 0 to the integral of a non-integrable function, so splitting an integral of a sum requires it. Later proofs select the two claims by `.1` and `.2`.

```lean
/-- The product of two correlation functions is a sum over pairs of excitations, each decaying
with the summed gap. -/
theorem corr_mul (a p : ι → ℝ) (b q : κ → ℝ) (t : ℝ) :
    corr a p t * corr b q t = ∑ j, ∑ k, p j * q k * exp (-(a j + b k) * t) := by
  simp only [corr, Finset.sum_mul_sum]
  refine Finset.sum_congr rfl fun j _ => Finset.sum_congr rfl fun k _ => ?_
  rw [show -(a j + b k) * t = -a j * t + -b k * t by ring, Real.exp_add]
  ring
```

For any real gaps and any t,

    g_A(t) g_B(t) = Σ_j Σ_k p_j q_k exp(−(a_j + b_k) t).

`Finset.sum_mul_sum` multiplies out the two sums, and `Real.exp_add` splits the exponential on the right into exp(−a_j t) exp(−b_k t), after which `ring` matches the two sides term by term.

```lean
/-- For positive gaps the product `g_A g_B` is integrable on `t > 0` and its integral is the
dispersion coefficient `C_AB`. -/
theorem coeff_eq_integral {a : ι → ℝ} {b : κ → ℝ} (p : ι → ℝ) (q : κ → ℝ)
    (ha : ∀ j, 0 < a j) (hb : ∀ k, 0 < b k) :
    IntegrableOn (fun t => corr a p t * corr b q t) (Ioi 0) ∧
      ∫ t in Ioi (0 : ℝ), corr a p t * corr b q t = coeff a p b q := by
  have hint : ∀ j k, Integrable (fun t => p j * q k * exp (-(a j + b k) * t))
      (volume.restrict (Ioi (0 : ℝ))) := fun j k =>
    Integrable.const_mul (resolvent_laplace (add_pos (ha j) (hb k))).1 _
  have hrow : ∀ j, Integrable (fun t => ∑ k, p j * q k * exp (-(a j + b k) * t))
      (volume.restrict (Ioi (0 : ℝ))) := fun j => by
    exact integrable_finsetSum _ fun k _ => hint j k
  have hall : Integrable (fun t => ∑ j, ∑ k, p j * q k * exp (-(a j + b k) * t))
      (volume.restrict (Ioi (0 : ℝ))) := by
    exact integrable_finsetSum _ fun j _ => hrow j
  simp only [corr_mul]
  refine ⟨hall, ?_⟩
  -- exchange the integral with both finite sums, then integrate term by term
  unfold coeff
  rw [integral_finsetSum Finset.univ fun j _ => hrow j]
  refine Finset.sum_congr rfl fun j _ => ?_
  rw [integral_finsetSum Finset.univ fun k _ => hint j k]
  refine Finset.sum_congr rfl fun k _ => ?_
  rw [integral_const_mul, (resolvent_laplace (add_pos (ha j) (hb k))).2]
  ring
```

The hypotheses `ha` and `hb` say that every gap is strictly positive, as it is when each sum runs only over levels above the ground level. Then a_j + b_k > 0, and integrating the expanded product term by term gives

    ∫₀^∞ g_A g_B dt = Σ_j Σ_k p_j q_k ∫₀^∞ exp(−(a_j + b_k) t) dt = C_AB.

In the proof `hint`, `hrow` and `hall` establish integrability of one term, of the sum over k, and of the double sum. The two uses of `integral_finsetSum` move the integral inside the sums over j and k, `integral_const_mul` pulls out p_j q_k, and `resolvent_laplace` with E = a_j + b_k restores the denominator. Applied with both fragments equal, the same theorem gives C_AA = ∫ g_A² and C_BB = ∫ g_B².

```lean
/-- For positive gaps and any real `s`, the square `(s g_A - g_B)^2` is integrable on `t > 0`
with integral `s^2 C_AA - 2 s C_AB + C_BB`. -/
theorem mixed_square {a : ι → ℝ} {b : κ → ℝ} (p : ι → ℝ) (q : κ → ℝ)
    (ha : ∀ j, 0 < a j) (hb : ∀ k, 0 < b k) (s : ℝ) :
    IntegrableOn (fun t => (s * corr a p t - corr b q t) ^ 2) (Ioi 0) ∧
      ∫ t in Ioi (0 : ℝ), (s * corr a p t - corr b q t) ^ 2
        = s ^ 2 * coeff a p a p - 2 * s * coeff a p b q + coeff b q b q := by
  obtain ⟨iAA, eAA⟩ := coeff_eq_integral p p ha ha
  obtain ⟨iAB, eAB⟩ := coeff_eq_integral p q ha hb
  obtain ⟨iBB, eBB⟩ := coeff_eq_integral q q hb hb
  have e : ∀ t, (s * corr a p t - corr b q t) ^ 2 = s ^ 2 * (corr a p t * corr a p t)
      - 2 * s * (corr a p t * corr b q t) + corr b q t * corr b q t := fun t => by ring
  have i1 : Integrable (fun t => s ^ 2 * (corr a p t * corr a p t))
      (volume.restrict (Ioi (0 : ℝ))) := Integrable.const_mul iAA _
  have i2 : Integrable (fun t => 2 * s * (corr a p t * corr b q t))
      (volume.restrict (Ioi (0 : ℝ))) := Integrable.const_mul iAB _
  have i12 : Integrable (fun t => s ^ 2 * (corr a p t * corr a p t)
      - 2 * s * (corr a p t * corr b q t)) (volume.restrict (Ioi (0 : ℝ))) := i1.sub i2
  simp only [e]
  refine ⟨Integrable.add i12 iBB, ?_⟩
  rw [integral_add i12 iBB, integral_sub i1 i2, integral_const_mul (s ^ 2),
    integral_const_mul (2 * s), eAA, eAB, eBB]
```

For a real number s define Q(s) as the integral of (s g_A − g_B)² over t > 0. Expanding the square and using the three integral representations,

    Q(s) = s² ∫g_A² − 2s ∫g_A g_B + ∫g_B² = s² C_AA − 2s C_AB + C_BB.

The three `obtain` lines name the integrability claims and the values for AA, AB and BB. The line `e` is the pointwise expansion of the square, and the last `rw` is linearity of the integral followed by substitution of `eAA`, `eAB`, `eBB`.

## The inequality

```lean
/-- Combination rule: for positive gaps and real weights of any sign, `C_AA ≥ 0`, `C_BB ≥ 0`
and `C_AB^2 ≤ C_AA C_BB`. -/
theorem combination_rule {a : ι → ℝ} {b : κ → ℝ} (p : ι → ℝ) (q : κ → ℝ)
    (ha : ∀ j, 0 < a j) (hb : ∀ k, 0 < b k) :
    0 ≤ coeff a p a p ∧ 0 ≤ coeff b q b q ∧
      coeff a p b q ^ 2 ≤ coeff a p a p * coeff b q b q := by
  refine ⟨?_, ?_, ?_⟩
  · rw [← (coeff_eq_integral p p ha ha).2]
    exact integral_nonneg fun t => mul_self_nonneg _
  · rw [← (coeff_eq_integral q q hb hb).2]
    exact integral_nonneg fun t => mul_self_nonneg _
  · -- the quadratic in `s` is an integral of a square, so its discriminant is nonpositive
    have hq : ∀ s : ℝ, 0 ≤ coeff a p a p * (s * s) + -2 * coeff a p b q * s + coeff b q b q := by
      intro s
      have h0 : 0 ≤ ∫ t in Ioi (0 : ℝ), (s * corr a p t - corr b q t) ^ 2 :=
        integral_nonneg fun t => sq_nonneg _
      rw [(mixed_square p q ha hb s).2] at h0
      nlinarith [h0]
    have hd := discrim_le_zero hq
    unfold discrim at hd
    nlinarith [hd]
```

For positive gaps and arbitrary real weights the theorem states

    C_AA ≥ 0,   C_BB ≥ 0,   C_AB² ≤ C_AA C_BB.

The first two hold because C_AA and C_BB are integrals of squares; `rw [← ...]` rewrites the coefficient back into its integral and `integral_nonneg` finishes. For the third, Q(s) ≥ 0 for every s. If C_AA > 0, put s = C_AB/C_AA:

    0 ≤ Q(s) = C_BB − C_AB²/C_AA,

and multiply by C_AA. If C_AA = 0, then Q(s) = −2s C_AB + C_BB is linear in s and stays nonnegative only when C_AB = 0, so the inequality reads 0 ≤ 0. In Lean `hq` puts Q in the shape that `discrim_le_zero` expects, and that lemma covers both cases, returning

    (−2 C_AB)² − 4 C_AA C_BB ≤ 0.

`nlinarith` divides by four. The argument is the Cauchy-Schwarz inequality for g_A and g_B on the half-line.

```lean
/-- For positive gaps the mixed coefficient is bounded in magnitude by the geometric mean of
the two like coefficients. -/
theorem abs_coeff_le_geometric_mean {a : ι → ℝ} {b : κ → ℝ} (p : ι → ℝ) (q : κ → ℝ)
    (ha : ∀ j, 0 < a j) (hb : ∀ k, 0 < b k) :
    |coeff a p b q| ≤ √(coeff a p a p * coeff b q b q) :=
  Real.abs_le_sqrt (combination_rule p q ha hb).2.2
```

Taking square roots,

    |C_AB| ≤ √(C_AA C_BB).

For fragments with finitely many positive gaps and factorised couplings, the geometric mean of the two like coefficients is therefore an upper bound on the unlike coefficient, never an underestimate. This concerns the coefficient of R⁻⁶ computed within the model; it says nothing about mixing rules for well depths or for fitted force-field parameters.

## Equality

```lean
/-- Equality case: for positive gaps and `C_AA ≠ 0`, `C_AB^2 = C_AA C_BB` holds exactly when
`g_B` is a constant multiple of `g_A` at all positive times. -/
theorem combination_rule_eq_iff {a : ι → ℝ} {b : κ → ℝ} (p : ι → ℝ) (q : κ → ℝ)
    (ha : ∀ j, 0 < a j) (hb : ∀ k, 0 < b k) (hA : coeff a p a p ≠ 0) :
    coeff a p b q ^ 2 = coeff a p a p * coeff b q b q ↔
      ∃ s : ℝ, ∀ t, 0 < t → corr b q t = s * corr a p t := by
  constructor
  · intro h
    obtain ⟨s, hs⟩ : ∃ s : ℝ, s * coeff a p a p = coeff a p b q := ⟨_, div_mul_cancel₀ _ hA⟩
    obtain ⟨hi, he⟩ := mixed_square p q ha hb s
    -- at `s = C_AB / C_AA` the integral of the square vanishes
    have h0 : ∫ t in Ioi (0 : ℝ), (s * corr a p t - corr b q t) ^ 2 = 0 := by
      rw [he]
      apply mul_left_cancel₀ hA
      linear_combination (s * coeff a p a p - coeff a p b q) * hs - h
    have hnn : (0 : ℝ → ℝ) ≤ fun t => (s * corr a p t - corr b q t) ^ 2 := fun t => sq_nonneg _
    have hae := (integral_eq_zero_iff_of_nonneg hnn hi).1 h0
    have hc : Continuous fun t => (s * corr a p t - corr b q t) ^ 2 := by
      unfold corr
      fun_prop
    -- continuity upgrades almost everywhere to everywhere
    have heq := Measure.eqOn_open_of_ae_eq hae isOpen_Ioi hc.continuousOn continuousOn_const
    refine ⟨s, fun t ht => ?_⟩
    have h1 : (s * corr a p t - corr b q t) ^ 2 = 0 := heq ht
    have h2 := (pow_eq_zero_iff two_ne_zero).mp h1
    linarith
  · rintro ⟨s, hs⟩
    have hAB : coeff a p b q = s * coeff a p a p := by
      rw [← (coeff_eq_integral p q ha hb).2, ← (coeff_eq_integral p p ha ha).2,
        ← integral_const_mul]
      exact setIntegral_congr_fun measurableSet_Ioi fun t ht => by
        simp only [hs t ht]
        ring
    have hBB : coeff b q b q = s ^ 2 * coeff a p a p := by
      rw [← (coeff_eq_integral q q hb hb).2, ← (coeff_eq_integral p p ha ha).2,
        ← integral_const_mul]
      exact setIntegral_congr_fun measurableSet_Ioi fun t ht => by
        simp only [hs t ht]
        ring
    rw [hAB, hBB]
    ring
```

With C_AA ≠ 0 in addition (`hA`), equality C_AB² = C_AA C_BB holds if and only if (`↔`) there is a real s with g_B(t) = s g_A(t) for all t > 0. The condition is on the correlation functions, not on the lists of gaps and weights.

Forward direction: choose s with s C_AA = C_AB (`hs`). The identity

    C_AA Q(s) = (s C_AA − C_AB)² + (C_AA C_BB − C_AB²)

has both brackets zero, so Q(s) = 0 after cancelling C_AA; this is `h0`, and `linear_combination` checks the identity. A nonnegative integrable function with zero integral vanishes almost everywhere (`hae`). The integrand is continuous (`hc`), so it vanishes at every point of the open half-line (`heq`), which gives g_B = s g_A there. Backward direction: inserting g_B = s g_A under the integrals gives C_AB = s C_AA (`hAB`) and C_BB = s² C_AA (`hBB`), and both sides equal s² C_AA².

## One gap per fragment

```lean
/-- Dispersion coefficient of two fragments with a single excitation each. -/
def coeff₁ (a p b q : ℝ) : ℝ :=
  coeff (fun _ : Unit => a) (fun _ => p) (fun _ : Unit => b) (fun _ => q)
```

`Unit` is a label set with one element, so a, p, b, q are now numbers and `coeff₁ a p b q` is pq/(a + b), the single-excitation model of each fragment.

```lean
/-- With one positive gap per fragment, the deficit `C_AA C_BB - C_AB^2` equals
`(p q (a - b))^2 / (4 a b (a + b)^2)`. -/
theorem single_gap_deficit {a b : ℝ} (p q : ℝ) (ha : 0 < a) (hb : 0 < b) :
    coeff₁ a p a p * coeff₁ b q b q - coeff₁ a p b q ^ 2
      = (p * q * (a - b)) ^ 2 / (4 * a * b * (a + b) ^ 2) := by
  have h : ∀ x u y v : ℝ, coeff₁ x u y v = u * v / (x + y) := by
    intro x u y v
    simp [coeff₁, coeff]
  have ha' : a ≠ 0 := ha.ne'
  have hb' : b ≠ 0 := hb.ne'
  have hab : a + b ≠ 0 := (add_pos ha hb).ne'
  rw [h, h, h, ← two_mul a, ← two_mul b]
  field_simp <;> ring
```

Here C_AA = p²/(2a) and C_BB = q²/(2b), so

    C_AA C_BB − C_AB² = p²q² [1/(4ab) − 1/(a + b)²]
                      = p²q² [(a + b)² − 4ab] / (4ab(a + b)²)
                      = (pq(a − b))² / (4ab(a + b)²).

The step `h` collapses the one-term sums, and `field_simp` with `ring` clears the nonzero denominators and compares polynomials.

```lean
/-- With one positive gap per fragment, unequal gaps and nonzero weights, the combination
rule is strict: `C_AB^2 < C_AA C_BB`. -/
theorem single_gap_strict {a b p q : ℝ} (ha : 0 < a) (hb : 0 < b) (hab : a ≠ b)
    (hp : p ≠ 0) (hq : q ≠ 0) :
    coeff₁ a p b q ^ 2 < coeff₁ a p a p * coeff₁ b q b q := by
  have hn : p * q * (a - b) ≠ 0 := mul_ne_zero (mul_ne_zero hp hq) (sub_ne_zero.mpr hab)
  have hpos : 0 < (p * q * (a - b)) ^ 2 / (4 * a * b * (a + b) ^ 2) :=
    div_pos (lt_of_le_of_ne (sq_nonneg _) (pow_ne_zero 2 hn).symm) (by positivity)
  rw [← single_gap_deficit p q ha hb] at hpos
  linarith

end

end DispersionCombinationRule
```

If also a ≠ b, p ≠ 0 and q ≠ 0, the numerator is the square of the nonzero number in `hn`, the denominator is positive, and C_AB² < C_AA C_BB.

```lean
#print axioms DispersionCombinationRule.combination_rule
#print axioms DispersionCombinationRule.abs_coeff_le_geometric_mean
#print axioms DispersionCombinationRule.combination_rule_eq_iff
#print axioms DispersionCombinationRule.single_gap_strict
```

```
'DispersionCombinationRule.combination_rule' depends on axioms: [propext, Classical.choice, Quot.sound]
'DispersionCombinationRule.abs_coeff_le_geometric_mean' depends on axioms: [propext, Classical.choice, Quot.sound]
'DispersionCombinationRule.combination_rule_eq_iff' depends on axioms: [propext, Classical.choice, Quot.sound]
'DispersionCombinationRule.single_gap_strict' depends on axioms: [propext, Classical.choice, Quot.sound]
```

## Numbers

The first example tests the inequality with a negative weight, which a squared dipole cannot have. Let A have gaps 1 and 2 with weights 1 and −1, and let B have one gap 1 with weight 1. Then

    C_AA = 1/2 − 1/3 − 1/3 + 1/4 = 1/12,   C_BB = 1/2,   C_AB = 1/2 − 1/3 = 1/6,

so C_AB² = 1/36 lies below C_AA C_BB = 1/24. For one gap each, a = 1, b = 3, p = q = 1 gives C_AA = 1/2, C_BB = 1/6, C_AB = 1/4, a deficit of 1/12 − 1/16 = 1/48, and the closed formula gives 4/(4·3·16) = 1/48.

## Without the hypotheses

A negative gap, as when the reference state of A is not its ground state, can break the rule. With a = −1, b = 2, p = q = 1 one finds C_AA = −1/2, C_BB = 1/4 and C_AB = 1, so C_AA < 0 and C_AB² = 1 exceeds C_AA C_BB = −1/8. The function g_A² = exp(2t) grows and the integral representation of C_AA is lost.

Without `hA` the forward direction of the equality case fails. With a = b = 1, p = 0, q = 1 both C_AA and C_AB vanish, so equality holds, yet g_B = exp(−t) is no multiple of g_A = 0.

## In a calculation

Laplace-transformed second-order codes replace the integral for 1/E by a quadrature with points t_m and weights w_m. They apply it to orbital-energy denominators whose couplings do not in general factorise into one weight per fragment. The first formula below is that quadrature, and the second is what it gives in the factorised model of this text:

    1/E ≈ Σ_m w_m exp(−E t_m),   C_AB ≈ Σ_m w_m g_A(t_m) g_B(t_m).

In this model each fragment contributes one vector of values g(t_m), and the double sum over pairs (j, k) becomes a weighted dot product. With positive w_m and one grid for all pairs, the approximate coefficients obey the same inequality by Cauchy-Schwarz for finite vectors. The theorems above concern the exact integral only; the quadrature remark and the numerical cases are plain arithmetic done beside them.
